# For U < 0, a site with zero, one or two electrons has its least ensemble energy when the one-electron state is absent

Suppose the energy of a site at fractional electron number is always interpolated linearly between neighbouring integers. If the site's energies satisfy \(2E(1) > E(0) + E(2)\), the result is too high for every mean number \(N\) strictly between 0 and 2. At \(N = 1\) it gives a singly occupied site, although an equal mixture of empty and doubly occupied sites has lower energy.

```lean
import Mathlib

namespace NegativeUDisproportionation

noncomputable section
```

## Ensembles on three charge states

Let \(E(i)\) be the energy of the site with \(i\) electrons and \(p(i)\) the weight of that state. An ensemble with mean electron number \(N\) satisfies

\[ p(i) \ge 0, \qquad p(0)+p(1)+p(2) = 1, \qquad p(1)+2p(2) = N. \]

In Lean, `E` and `p` are functions `Fin 3 → ℝ` whose index is the electron number. The three conditions are the fields of `IsEnsemble`.

```lean
/-- Weights `p 0`, `p 1`, `p 2` of the states with zero, one and two electrons form an
ensemble with mean electron number `N`. -/
structure IsEnsemble (p : Fin 3 → ℝ) (N : ℝ) : Prop where
  nonneg : ∀ i, 0 ≤ p i
  total : p 0 + p 1 + p 2 = 1
  mean : p 1 + 2 * p 2 = N
```

The ensemble energy is the weighted average \(\sum_i p(i)E(i)\). It contains no coupling between sites.

```lean
/-- The average energy of an ensemble with weights `p`, where `E i` is the energy of the
state with `i` electrons. -/
def ensembleEnergy (E p : Fin 3 → ℝ) : ℝ := p 0 * E 0 + p 1 * E 1 + p 2 * E 2
```

Minimisation at fixed \(N\) runs over the set of all energies attained in this way.

```lean
/-- All energies attained by ensembles with mean electron number `N`. -/
def ensembleEnergies (E : Fin 3 → ℝ) (N : ℝ) : Set ℝ :=
  {e | ∃ p, IsEnsemble p N ∧ ensembleEnergy E p = e}
```

The curvature of the three energies is the effective interaction

\[ U = E(0) + E(2) - 2E(1). \]

Electron repulsion favours \(U > 0\). A negative value means that something else, such as relaxation of the surrounding lattice, outweighs the repulsion. Here the \(E(i)\) are arbitrary real numbers, and the sign of \(U\) is assumed, not derived from a Hamiltonian.

```lean
/-- The effective interaction `U = E(0) + E(2) - 2 E(1)`. -/
def hubbardU (E : Fin 3 → ℝ) : ℝ := E 0 + E 2 - 2 * E 1
```

The reference energy is the chord that skips the one-electron state:

\[ C(N) = \left(1-\tfrac N2\right)E(0) + \tfrac N2 E(2). \]

```lean
/-- The straight line in `N` that joins `E(0)` at `N = 0` to `E(2)` at `N = 2`. -/
def chord (E : Fin 3 → ℝ) (N : ℝ) : ℝ := (1 - N / 2) * E 0 + N / 2 * E 2
```

## One free weight

Solving the two equality constraints with \(p(1) = x\) gives

\[ p(2) = \frac{N-x}{2}, \qquad p(0) = 1-\frac N2-\frac x2. \]

```lean
/-- The weights with mean electron number `N` in which the one-electron state has weight `x`. -/
def mixture (N x : ℝ) : Fin 3 → ℝ := ![1 - N / 2 - x / 2, x, (N - x) / 2]
```

These weights are nonnegative when \(0 \le x \le N\) and \(x \le 2-N\). The proof checks the three entries in turn, and the two sums follow by algebra.

```lean
/-- The one-electron weight `x` is admissible when it is nonnegative and exceeds neither
`N` nor `2 - N`. -/
theorem mixture_isEnsemble {N x : ℝ} (h0 : 0 ≤ x) (h1 : x ≤ N) (h2 : x ≤ 2 - N) :
    IsEnsemble (mixture N x) N where
  nonneg := by
    intro i
    fin_cases i
    · show (0 : ℝ) ≤ 1 - N / 2 - x / 2
      linarith
    · show (0 : ℝ) ≤ x
      exact h0
    · show (0 : ℝ) ≤ (N - x) / 2
      linarith
  total := by
    show 1 - N / 2 - x / 2 + x + (N - x) / 2 = 1
    ring
  mean := by
    show x + 2 * ((N - x) / 2) = N
    ring
```

Inserting the weights into the energy and collecting the terms in \(p(1)\) gives

\[ \sum_i p(i)E(i) = C(N) - \frac{p(1)}{2}\bigl(E(0)+E(2)-2E(1)\bigr) = C(N) - \frac{p(1)\,U}{2}. \]

Lean reaches the same identity by adding suitable multiples of the two constraints, which is what `linear_combination` records.

```lean
/-- The energy of an ensemble is the chord between `E(0)` and `E(2)`, less `U / 2` times the
weight of the one-electron state. -/
theorem ensembleEnergy_eq (E : Fin 3 → ℝ) {p : Fin 3 → ℝ} {N : ℝ} (hp : IsEnsemble p N) :
    ensembleEnergy E p = chord E N - p 1 * hubbardU E / 2 := by
  unfold ensembleEnergy chord hubbardU
  linear_combination E 0 * hp.total + (E 2 - E 0) / 2 * hp.mean
```

## Disproportionation when U is negative

If \(U < 0\), the term \(-p(1)U/2\) is nonnegative, so no ensemble lies below \(C(N)\). The choice \(p(1)=0\) is admissible for every \(N\) in \([0,2]\) and attains \(C(N)\). At \(N=1\),

\[ C(1) = \frac{E(0)+E(2)}{2} = E(1) + \frac U2 < E(1). \]

`IsLeast` says that the value belongs to the set of attainable energies and is a lower bound for it; the proof treats these two parts separately.

```lean
/-- Negative-U disproportionation: if `U < 0`, the least ensemble energy at every mean
electron number `N` in `[0, 2]` is `(1 - N/2) E(0) + (N/2) E(2)`, and at `N = 1` this is
strictly below `E(1)`. -/
theorem negativeU_disproportionation (E : Fin 3 → ℝ) (hU : hubbardU E < 0) :
    (∀ N ∈ Set.Icc (0 : ℝ) 2,
      IsLeast (ensembleEnergies E N) ((1 - N / 2) * E 0 + N / 2 * E 2)) ∧
    (1 - 1 / 2) * E 0 + 1 / 2 * E 2 < E 1 := by
  constructor
  · rintro N ⟨hN0, hN2⟩
    change IsLeast (ensembleEnergies E N) (chord E N)
    constructor
    · -- the minimum is attained without any one-electron state
      have hm : IsEnsemble (mixture N 0) N :=
        mixture_isEnsemble le_rfl hN0 (by linarith)
      refine ⟨mixture N 0, hm, ?_⟩
      have hx : mixture N 0 1 = 0 := rfl
      rw [ensembleEnergy_eq E hm, hx]
      ring
    · -- no ensemble has energy below the chord
      rintro e ⟨p, hp, rfl⟩
      rw [ensembleEnergy_eq E hp]
      have h := mul_nonneg (hp.nonneg 1) (neg_nonneg.mpr hU.le)
      linarith
  · unfold hubbardU at hU
    linarith
```

Equality with the chord requires \(p(1)U = 0\), and since \(U \ne 0\) this means \(p(1) = 0\).

```lean
/-- For `U < 0`, an ensemble has the energy of the chord exactly when the one-electron
state has weight zero in it. -/
theorem minimiser_iff (E : Fin 3 → ℝ) (hU : hubbardU E < 0) {p : Fin 3 → ℝ} {N : ℝ}
    (hp : IsEnsemble p N) : ensembleEnergy E p = chord E N ↔ p 1 = 0 := by
  rw [ensembleEnergy_eq E hp]
  constructor
  · intro h
    have h' : p 1 * hubbardU E = 0 := by linarith
    exact (mul_eq_zero.mp h').resolve_right hU.ne
  · intro h
    rw [h]
    ring
```

The sign condition is also necessary at \(N=1\). There the energy is

\[ E(1) + \frac{(1-p(1))\,U}{2}, \]

and \(p(1) = 1-2p(2) \le 1\). If \(U \ge 0\), this is never below \(E(1)\). The converse direction uses the minimum just found.

```lean
/-- Some ensemble with one electron on average has energy below `E(1)` if and only if
`U < 0`. -/
theorem exists_below_iff (E : Fin 3 → ℝ) :
    (∃ e ∈ ensembleEnergies E 1, e < E 1) ↔ hubbardU E < 0 := by
  constructor
  · rintro ⟨e, ⟨p, hp, rfl⟩, he⟩
    rw [ensembleEnergy_eq E hp] at he
    have hc : chord E 1 = E 1 + hubbardU E / 2 := by
      unfold chord hubbardU
      ring
    have hp1 : 0 ≤ 1 - p 1 := by linarith [hp.mean, hp.nonneg 2]
    by_contra hU
    have h := mul_nonneg hp1 (not_lt.mp hU)
    rw [hc] at he
    nlinarith
  · intro hU
    obtain ⟨hleast, hlt⟩ := negativeU_disproportionation E hU
    exact ⟨_, (hleast 1 ⟨by norm_num, by norm_num⟩).1, hlt⟩
```

## Two segments when U is not negative

For \(U \ge 0\), a larger \(p(1)\) never raises the energy, so the largest admissible value is optimal. For \(N \le 1\) the condition \(p(2)\ge 0\) gives \(p(1) \le N\), and

\[ C(N) - \frac{NU}{2} = (1-N)E(0) + N E(1). \]

```lean
/-- For `U ≥ 0` and `N` in `[0, 1]`, the least ensemble energy lies on the straight segment
from `E(0)` to `E(1)`. -/
theorem isLeast_first_segment (E : Fin 3 → ℝ) (hU : 0 ≤ hubbardU E) {N : ℝ}
    (h0 : 0 ≤ N) (h1 : N ≤ 1) :
    IsLeast (ensembleEnergies E N) ((1 - N) * E 0 + N * E 1) := by
  have hc : (1 - N) * E 0 + N * E 1 = chord E N - N * hubbardU E / 2 := by
    unfold chord hubbardU
    ring
  rw [hc]
  constructor
  · have hm : IsEnsemble (mixture N N) N := mixture_isEnsemble h0 le_rfl (by linarith)
    exact ⟨mixture N N, hm, ensembleEnergy_eq E hm⟩
  · rintro e ⟨p, hp, rfl⟩
    rw [ensembleEnergy_eq E hp]
    -- the one-electron weight is at most `N`
    have hx : 0 ≤ N - p 1 := by linarith [hp.mean, hp.nonneg 2]
    nlinarith [mul_nonneg hx hU]
```

For \(N \ge 1\) the condition \(p(0)\ge 0\) gives \(p(1) \le 2-N\), and

\[ C(N) - \frac{(2-N)U}{2} = (2-N)E(1) + (N-1)E(2). \]

In the limiting case \(U=0\) the three energies are collinear, both segments lie on the chord, and all ensembles with the same \(N\) have the same energy.

```lean
/-- For `U ≥ 0` and `N` in `[1, 2]`, the least ensemble energy lies on the straight segment
from `E(1)` to `E(2)`. -/
theorem isLeast_second_segment (E : Fin 3 → ℝ) (hU : 0 ≤ hubbardU E) {N : ℝ}
    (h1 : 1 ≤ N) (h2 : N ≤ 2) :
    IsLeast (ensembleEnergies E N) ((2 - N) * E 1 + (N - 1) * E 2) := by
  have hc : (2 - N) * E 1 + (N - 1) * E 2 = chord E N - (2 - N) * hubbardU E / 2 := by
    unfold chord hubbardU
    ring
  rw [hc]
  constructor
  · have hm : IsEnsemble (mixture N (2 - N)) N :=
      mixture_isEnsemble (by linarith) (by linarith) le_rfl
    exact ⟨mixture N (2 - N), hm, ensembleEnergy_eq E hm⟩
  · rintro e ⟨p, hp, rfl⟩
    rw [ensembleEnergy_eq E hp]
    -- the one-electron weight is at most `2 - N`
    have hx : 0 ≤ 2 - N - p 1 := by linarith [hp.mean, hp.total, hp.nonneg 0]
    nlinarith [mul_nonneg hx hU]

end

end NegativeUDisproportionation
```

```lean
#print axioms NegativeUDisproportionation.ensembleEnergy_eq
#print axioms NegativeUDisproportionation.exists_below_iff
#print axioms NegativeUDisproportionation.isLeast_first_segment
#print axioms NegativeUDisproportionation.isLeast_second_segment
```

```
'NegativeUDisproportionation.ensembleEnergy_eq' depends on axioms: [propext, Classical.choice, Quot.sound]
'NegativeUDisproportionation.exists_below_iff' depends on axioms: [propext, Classical.choice, Quot.sound]
'NegativeUDisproportionation.isLeast_first_segment' depends on axioms: [propext, Classical.choice, Quot.sound]
'NegativeUDisproportionation.isLeast_second_segment' depends on axioms: [propext, Classical.choice, Quot.sound]
```

## The sign test in a defect calculation

For an isolated defect with three charge states, one computes three total energies, each at its own relaxed geometry and with any finite-size corrections for charged cells, and forms \(E(0)+E(2)-2E(1)\). A reservoir term \(-\mu i\), with \(\mu\) the electron chemical potential, cancels from this combination. A negative result therefore means that the one-electron state is not the lowest at any \(\mu\). The model says nothing about how empty and doubly occupied sites arrange themselves in a crystal, since that depends on interactions between sites.
